# For a Hamiltonian diagonal in a finite basis, exp(−sH) is diagonal with entries exp(−sE)

Take a Hamiltonian that is a diagonal matrix over a finite set of levels, with real energies E_m. The lemma says that its Boltzmann operator exp(−sH) is again diagonal, with entries exp(−sE_m), for every real s. The operator is unnormalised: it is not divided by a partition function. The proof moves the factor −s inside the diagonal matrix, uses `Matrix.exp_diagonal` to bring the exponential inside too, and then compares the two sides level by level.

This version doesn't compile in Lean 4 with Mathlib:

```lean
import Mathlib

open Matrix NormedSpace

namespace ThermalLehmann

noncomputable section

variable {n : Type*} [Fintype n] [DecidableEq n]

/-- The Hamiltonian that is diagonal with real energies `E`. -/
def levels (E : n → ℝ) : Matrix n n ℂ := diagonal fun m => (E m : ℂ)

/-- The Boltzmann operator `exp(-sH)`. -/
def boltzmann (H : Matrix n n ℂ) (s : ℝ) : Matrix n n ℂ :=
  NormedSpace.exp (-(s : ℂ) • H)

/-- The Boltzmann operator of a diagonal Hamiltonian is the diagonal matrix of Boltzmann factors. -/
theorem boltzmann_levels (E : n → ℝ) (s : ℝ) :
    boltzmann (levels E) s = diagonal fun m => Complex.exp (-((s : ℂ) * E m)) := by
  unfold boltzmann levels
  rw [← Matrix.diagonal_smul, Matrix.exp_diagonal]
  congr 1
  funext m
  rw [Pi.exp_apply, ← Complex.exp_eq_exp_ℂ]
  congr 1
  simp [Pi.smul_apply, smul_eq_mul]

end

end ThermalLehmann
```

The compiler's answer:

```
Main.lean:25:6: error(lean.unknownIdentifier): Unknown identifier `Pi.exp_apply`
Main.lean:20:81: error: unsolved goals
n : Type u_1
inst✝¹ : Fintype n
inst✝ : DecidableEq n
E : n → ℝ
s : ℝ
m : n
⊢ exp (-↑s • fun m => ↑(E m)) m = Complex.exp (-(↑s * ↑(E m)))
```

Diagnosis. The first message says that Lean knows no lemma called `Pi.exp_apply`. The proof needed one at this point because `Matrix.exp_diagonal` leaves the exponential of a whole function of the levels, evaluated at `m`, while the right-hand side has the exponential of a single number. The second message shows that goal, left open when the rewrite failed.

The repair uses `Pi.coe_exp`, which says that the exponential of a function, evaluated at `m`, is the exponential of its value at `m`. Joining it on with `.trans` replaces the left-hand side and leaves the rest of the equation to prove.

Both sides are now exponentials of complex numbers, but one is written with the general `NormedSpace.exp` and the other with `Complex.exp`. `Complex.exp_eq_exp_ℂ` identifies the two. The repair uses it left to right, turning `Complex.exp` into the general form, where the first attempt meant to go the other way. The messages show no fault in the old direction, since the rewrite stopped at the unknown name before reaching it.

As a diff, the version that Lean accepts:

```diff
@@ -23,5 +23,6 @@
   congr 1
   funext m
-  rw [Pi.exp_apply, ← Complex.exp_eq_exp_ℂ]
+  refine (Pi.coe_exp _ m).trans ?_
+  rw [Complex.exp_eq_exp_ℂ]
   congr 1
   simp [Pi.smul_apply, smul_eq_mul]
```
